# Esirkepov currents for shape factors of constant sum: finite support and discrete charge conservation

To find currents that account for all the charge a moving particle shifts between mesh cells, one must first decide what a particle on a mesh is. Here it is a product of two finitely supported real functions on the integers, one per axis. Cell $(i,j)$ holds the charge $a(i)b(j)$ before a time step and $a'(i)b'(j)$ after it; the prime marks the later time and is not a derivative. Particle charge, mesh widths and time step are set to one.

In Lean a shape factor has the type `ℤ →₀ ℝ`, so its finite support is part of the type. No particular spline is chosen, and the values may have either sign. The mesh is infinite; the step to a simulation box with boundaries is left to the reader.

```lean
import Mathlib

open Finset

namespace EsirkepovDeposition

noncomputable section
```

Write $T(d)=\sum_k d(k)$ for the sum of a shape factor or of a difference $d$ of two. The assumptions $T(a)=T(a')$ and $T(b)=T(b')$, called `ha` and `hb` in Lean, say that each sum is the same before and after the step. They hold in particular if every shape factor sums to one, so that the particle deposits its whole charge wherever it sits between the mesh points.

```lean
/-- The sum of a shape factor over all mesh points. -/
def total (d : ℤ →₀ ℝ) : ℝ := d.sum fun _ x => x
```

The first moment is $M(d)=\sum_k k\,d(k)$.

```lean
/-- The first moment of a shape factor, in units of the mesh width. -/
def moment (d : ℤ →₀ ℝ) : ℝ := d.sum fun k x => (k : ℝ) * x
```

If the charge in cell $k$ changes by $d(k)$, the flux through the right face of cell $i$ is $F_d(i)=-\sum_{k\le i}d(k)$. The index $i$ thus stands for the face that many codes label $i+\tfrac12$.

```lean
/-- The one-dimensional flux through the right face of cell `i` when the charge in
each cell `k` changes by `d k`: minus the sum of `d k` over `k ≤ i`. -/
def flux (d : ℤ →₀ ℝ) (i : ℤ) : ℝ := -d.sum fun k x => if k ≤ i then x else 0
```

The currents are
$$J_x(i,j)=F_{a'-a}(i)\,\frac{b(j)+b'(j)}2,\qquad J_y(i,j)=F_{b'-b}(j)\,\frac{a(i)+a'(i)}2 .$$

```lean
/-- The Esirkepov current along x, for shape factors `a`, `b` before and `a'`, `b'` after
the step: the flux of `a' - a` times the mean of `b` and `b'`. -/
def currentX (a a' b b' : ℤ →₀ ℝ) (i j : ℤ) : ℝ := flux (a' - a) i * ((b j + b' j) / 2)

/-- The Esirkepov current along y: the flux of `b' - b` times the mean of `a` and `a'`. -/
def currentY (a a' b b' : ℤ →₀ ℝ) (i j : ℤ) : ℝ := flux (b' - b) j * ((a i + a' i) / 2)
```

In three dimensions the plain mean is replaced by a weight built from two shape factors $f,g$:
$$W_{f,g}(j,k)=\tfrac13\big(f(j)g(k)+f'(j)g'(k)\big)+\tfrac16\big(f'(j)g(k)+f(j)g'(k)\big).$$

```lean
/-- The transverse weight of the three-dimensional scheme, with coefficients 1/3 for equal
times and 1/6 for mixed times. -/
def weight (f f' g g' : ℤ →₀ ℝ) (j k : ℤ) : ℝ :=
  (f j * g k + f' j * g' k) / 3 + (f' j * g k + f j * g' k) / 6
```

## (a) The difference of neighbouring fluxes

**Task.** Show that $F_d(i)-F_d(i-1)=-d(i)$.

**Solution.** The sums over $k\le i$ and over $k\le i-1$ differ only in the term $k=i$, which enters with a minus sign.

Lean compares the two sums term by term, with the cases $k<i$, $k=i$ and $k>i$. If $i$ is not in the support, no term survives, and $d(i)=0$ agrees with that.

```lean
/-- The backward difference of the flux is minus the change of charge in the cell. -/
theorem flux_sub_flux (d : ℤ →₀ ℝ) (i : ℤ) : flux d i - flux d (i - 1) = -d i := by
  have h : (∑ k ∈ d.support, if k ≤ i then d k else 0)
      - (∑ k ∈ d.support, if k ≤ i - 1 then d k else 0) = d i := by
    rw [← Finset.sum_sub_distrib]
    -- only the cell `k = i` survives in the difference
    have h1 : ∀ k ∈ d.support, ((if k ≤ i then d k else 0) - (if k ≤ i - 1 then d k else 0))
        = if k = i then d k else 0 := by
      intro k _
      rcases lt_trichotomy k i with hk | hk | hk
      · rw [if_pos (by omega), if_pos (by omega), if_neg (by omega), sub_self]
      · rw [if_pos (by omega), if_neg (by omega), if_pos hk, sub_zero]
      · rw [if_neg (by omega), if_neg (by omega), if_neg (by omega), sub_self]
    rw [Finset.sum_congr rfl h1, Finset.sum_ite_eq']
    by_cases hi : i ∈ d.support
    · rw [if_pos hi]
    · rw [if_neg hi, Finsupp.notMem_support_iff.mp hi]
  unfold flux Finsupp.sum
  linarith
```

## (b) The flux far from the particle

**Task.** Find an integer $N$ such that the support of $d$ lies in $[-N,N]$, with $F_d(i)=0$ for $i<-N$ and $F_d(i)=-T(d)$ for $i\ge N$.

**Solution.** Take $N=\sum_m|m|$ over the support of $d$. Each $|k|$ in the support is one term of this sum of non-negative numbers, so $|k|\le N$. For $i<-N$ no point of the support satisfies $k\le i$, and the sum is empty. For $i\ge N$ all of them do, and the sum is $T(d)$.

The two bullets of the proof are these two cases.

```lean
/-- Outside an interval that contains all changes of charge, the flux is zero on the left
and minus the total change on the right. -/
theorem flux_outside (d : ℤ →₀ ℝ) : ∃ N : ℤ, (∀ k ∈ d.support, |k| ≤ N) ∧
    (∀ i, i < -N → flux d i = 0) ∧ (∀ i, N ≤ i → flux d i = -total d) := by
  have hN : ∀ k ∈ d.support, |k| ≤ ∑ m ∈ d.support, |m| := fun k hk =>
    Finset.single_le_sum (f := fun m : ℤ => |m|) (fun m _ => abs_nonneg m) hk
  refine ⟨∑ m ∈ d.support, |m|, hN, fun i hi => ?_, fun i hi => ?_⟩
  · unfold flux Finsupp.sum
    rw [Finset.sum_eq_zero, neg_zero]
    intro k hk
    have := (abs_le.mp (hN k hk)).1
    exact if_neg (by linarith)
  · unfold flux total Finsupp.sum
    congr 1
    refine Finset.sum_congr rfl fun k hk => ?_
    have := (abs_le.mp (hN k hk)).2
    exact if_pos (by linarith)
```

## (c) When the flux has finite support

**Task.** Show that $F_d$ is non-zero at only finitely many $i$ if and only if $T(d)=0$.

**Solution.** If $T(d)=0$, part (b) makes the flux vanish outside $[-N,N]$. Conversely, let the flux be non-zero at only finitely many points, all of them at most $M_0$. If $T(d)\neq0$, then at $i=\max(N,M_0+1)$ the flux is $-T(d)\ne0$, although $i>M_0$. This is a contradiction.

Lean obtains the bound, there called `M`, from `h.bddAbove`.

```lean
/-- The flux has finite support exactly when the total change of charge is zero. -/
theorem flux_finite_iff (d : ℤ →₀ ℝ) : {i | flux d i ≠ 0}.Finite ↔ total d = 0 := by
  obtain ⟨N, -, hl, hr⟩ := flux_outside d
  constructor
  · intro h
    obtain ⟨M, hM⟩ := h.bddAbove
    by_contra h0
    -- a non-zero total would be carried beyond every bound
    have h1 : max N (M + 1) ≤ M := hM (by
      change flux d (max N (M + 1)) ≠ 0
      rw [hr _ (le_max_left _ _)]
      exact neg_ne_zero.mpr h0)
    have := le_max_right N (M + 1)
    omega
  · intro h
    refine (Set.finite_Icc (-N) N).subset fun i hi => ⟨?_, ?_⟩
    · by_contra hc
      exact hi (hl i (not_le.mp hc))
    · by_contra hc
      exact hi (by rw [hr i (not_le.mp hc).le, h, neg_zero])
```

## (d) Finite support of the current along x

**Task.** Let $T(a)=T(a')$. Show that $J_x(i,j)\neq0$ for only finitely many cells $(i,j)$.

**Solution.** Since $T(a'-a)=T(a')-T(a)=0$, part (c) leaves finitely many $i$ with $F_{a'-a}(i)\ne0$. The other factor can be non-zero only if $j$ lies in the support of $b$ or of $b'$. The cells with $J_x\neq0$ therefore lie in a product of two finite sets.

That product is the set built with `.prod` in the proof.

```lean
/-- The current along x has finite support if the shape factors along x before and after
the step have the same sum. -/
theorem currentX_finite (a a' b b' : ℤ →₀ ℝ) (ha : total a = total a') :
    {p : ℤ × ℤ | currentX a a' b b' p.1 p.2 ≠ 0}.Finite := by
  have h0 : total (a' - a) = 0 := by
    have : total (a' - a) = total a' - total a := Finsupp.sum_sub_index fun _ _ _ => rfl
    rw [this, ha, sub_self]
  refine (((flux_finite_iff _).mpr h0).prod
    (b.support ∪ b'.support).finite_toSet).subset fun p hp => ⟨left_ne_zero_of_mul hp, ?_⟩
  by_contra hc
  rw [Finset.mem_coe, Finset.mem_union, not_or, Finsupp.notMem_support_iff,
    Finsupp.notMem_support_iff] at hc
  exact right_ne_zero_of_mul hp (by rw [hc.1, hc.2]; norm_num)
```

## (e) The continuity equation in two dimensions

**Task.** Let $T(a)=T(a')$ and $T(b)=T(b')$. Show that both currents have finite support and that
$$J_x(i,j)-J_x(i-1,j)+J_y(i,j)-J_y(i,j-1)=a(i)b(j)-a'(i)b'(j).$$

**Solution.** Part (d) settles $J_x$, and exchanging the axes settles $J_y$. By part (a), with the arguments $i$ and $j$ left out, the left-hand side is
$$-\tfrac12(a'-a)(b+b')-\tfrac12(b'-b)(a+a').$$
The first product is $a'b+a'b'-ab-ab'$ and the second is $ab'+a'b'-ab-a'b$. Their sum is $2a'b'-2ab$, which gives $ab-a'b'$.

The exchange of axes is `Prod.swap` in Lean, and `linear_combination` adds the two instances of part (a), each multiplied by its mean. The equal sums are used for the finite support only.

```lean
/-- **Esirkepov deposition.** If the shape factors along each axis keep their sums, both
currents have finite support, and their backward-difference divergence is the old charge
minus the new charge in every cell. -/
theorem esirkepov (a a' b b' : ℤ →₀ ℝ) (ha : total a = total a') (hb : total b = total b') :
    {p : ℤ × ℤ | currentX a a' b b' p.1 p.2 ≠ 0}.Finite ∧
    {p : ℤ × ℤ | currentY a a' b b' p.1 p.2 ≠ 0}.Finite ∧
    ∀ i j, (currentX a a' b b' i j - currentX a a' b b' (i - 1) j)
      + (currentY a a' b b' i j - currentY a a' b b' i (j - 1)) = a i * b j - a' i * b' j := by
  refine ⟨currentX_finite a a' b b' ha,
    (currentX_finite b b' a a' hb).preimage Prod.swap_injective.injOn, fun i j => ?_⟩
  have hx := flux_sub_flux (a' - a) i
  have hy := flux_sub_flux (b' - b) j
  rw [Finsupp.sub_apply] at hx hy
  unfold currentX currentY
  linear_combination ((b j + b' j) / 2) * hx + ((a i + a' i) / 2) * hy
```

## (f) Equal sums are necessary

**Task.** Suppose that $b(j)+b'(j)\neq0$ for some $j$ and that $J_x$ has finite support. Show that $T(a)=T(a')$.

**Solution.** Along this row, $J_x$ is the flux $F_{a'-a}$ times a fixed non-zero number. The flux then has finite support too, and part (c) gives $T(a'-a)=0$.

Lean restricts the current to the row through the injective map $i\mapsto(i,j)$.

```lean
/-- If `b + b'` is non-zero somewhere, the current along x has finite support only if the
shape factors along x before and after the step have the same sum. -/
theorem total_eq_of_currentX_finite (a a' b b' : ℤ →₀ ℝ) (j : ℤ) (hj : b j + b' j ≠ 0)
    (h : {p : ℤ × ℤ | currentX a a' b b' p.1 p.2 ≠ 0}.Finite) : total a = total a' := by
  have hinj : Function.Injective fun i : ℤ => (i, j) := fun _ _ e => congrArg Prod.fst e
  -- the row `j` of the current is a non-zero multiple of the flux
  have h0 := (flux_finite_iff (a' - a)).mp ((h.preimage hinj.injOn).subset
    fun i hi => mul_ne_zero hi (div_ne_zero hj two_ne_zero))
  have h1 : total (a' - a) = total a' - total a := Finsupp.sum_sub_index fun _ _ _ => rfl
  linarith
```

## (g) The flux summed over the mesh

**Task.** Let $T(d)=0$. Show that $\sum_i F_d(i)=M(d)$.

**Solution.** With $N$ from part (b), only $-N\le i\le N$ contributes. The change $d(k)$ is counted once for each $i$ from $k$ to $N$, that is $N+1-k$ times:
$$\sum_{i=-N}^{N}F_d(i)=-\sum_k(N+1-k)\,d(k)=-(N+1)T(d)+M(d)=M(d).$$

`HasSum` states that the series converges and has this value. The count is the step `inner`, after `Finset.sum_comm` has exchanged the two sums.

```lean
/-- If the total change of charge is zero, the flux summed over the mesh is the first moment
of the change. -/
theorem hasSum_flux (d : ℤ →₀ ℝ) (h : total d = 0) : HasSum (flux d) (moment d) := by
  obtain ⟨N, hN, hl, hr⟩ := flux_outside d
  have key : ∑ i ∈ Icc (-N) N, flux d i = moment d := by
    -- the change in cell `k` is counted once for each `i` from `k` to `N`
    have inner : ∀ k ∈ d.support, (∑ i ∈ Icc (-N) N, if k ≤ i then d k else 0)
        = (N + 1 : ℝ) * d k - k * d k := by
      intro k hk
      have hk' := abs_le.mp (hN k hk)
      have hf : (Icc (-N) N).filter (fun i => k ≤ i) = Icc k N := by
        ext i
        simp only [Finset.mem_filter, Finset.mem_Icc]
        omega
      have hc : ((N + 1 - k).toNat : ℝ) = N + 1 - k := by
        have : ((N + 1 - k).toNat : ℤ) = N + 1 - k := Int.toNat_of_nonneg (by omega)
        exact_mod_cast congrArg (Int.cast : ℤ → ℝ) this
      rw [← Finset.sum_filter, hf, Finset.sum_const, Int.card_Icc, nsmul_eq_mul, hc]
      ring
    unfold total Finsupp.sum at h
    unfold flux moment Finsupp.sum
    rw [Finset.sum_neg_distrib, Finset.sum_comm, Finset.sum_congr rfl inner,
      Finset.sum_sub_distrib, ← Finset.mul_sum, h]
    ring
  rw [← key]
  refine hasSum_sum_of_ne_finset_zero fun i hi => ?_
  by_cases hc : i < -N
  · exact hl i hc
  · rw [Finset.mem_Icc] at hi
    rw [hr i (by omega), h, neg_zero]
```

## (h) The total current

**Task.** Let $T(a)=T(a')$ and $T(b)=T(b')$. Show that
$$\sum_{i,j}J_x(i,j)=\big(M(a')-M(a)\big)\,T(b).$$

**Solution.** The double sum factorises. The sum over $i$ is $M(a'-a)=M(a')-M(a)$ by part (g), and the sum over $j$ is $\tfrac12(T(b)+T(b'))=T(b)$.

If the shape factors sum to one and their first moment is the particle position, as for linear and higher B-splines, the total current is charge times displacement per time step.

In Lean, `HasSum.mul` needs the double series to be summable, and part (d) supplies this.

```lean
/-- If the shape factors along each axis keep their sums, the current along x summed over the
mesh is the change of the first moment along x times the sum of `b`. -/
theorem hasSum_currentX (a a' b b' : ℤ →₀ ℝ) (ha : total a = total a')
    (hb : total b = total b') :
    HasSum (fun p : ℤ × ℤ => currentX a a' b b' p.1 p.2)
      ((moment a' - moment a) * total b) := by
  have h0 : total (a' - a) = total a' - total a := Finsupp.sum_sub_index fun _ _ _ => rfl
  have h1 : moment (a' - a) = moment a' - moment a :=
    Finsupp.sum_sub_index fun _ _ _ => mul_sub _ _ _
  have hs : ∀ f : ℤ →₀ ℝ, HasSum (fun j => f j) (total f) := fun f =>
    hasSum_sum_of_ne_finset_zero fun j hj => Finsupp.notMem_support_iff.mp hj
  have hy : HasSum (fun j => (b j + b' j) / 2) (total b) := by
    have h2 : HasSum (fun j => (b j + b' j) / 2) ((total b + total b') / 2) :=
      ((hs b).add (hs b')).div_const 2
    have e : (total b + total b') / 2 = total b := by linarith
    rwa [e] at h2
  have hfin := currentX_finite a a' b b' ha
  have hsum : Summable fun p : ℤ × ℤ => flux (a' - a) p.1 * ((b p.2 + b' p.2) / 2) :=
    (hasSum_sum_of_ne_finset_zero (s := hfin.toFinset) fun p hp => by
      by_contra hc
      exact hp (hfin.mem_toFinset.mpr hc)).summable
  rw [← h1]
  exact (hasSum_flux _ (by rw [h0, ha, sub_self])).mul hy hsum
```

## (i) The continuity equation in three dimensions

**Task.** Add shape factors $c,c'$ along z. Show that the backward-difference divergence of the currents $F_{a'-a}(i)W_{b,c}(j,k)$, $F_{b'-b}(j)W_{a,c}(i,k)$ and $F_{c'-c}(k)W_{a,b}(i,j)$ is
$$a(i)b(j)c(k)-a'(i)b'(j)c'(k).$$

**Solution.** By part (a) the divergence is
$$(a-a')W_{b,c}+(b-b')W_{a,c}+(c-c')W_{a,b}.$$
The product $abc$ occurs three times with coefficient $\tfrac13$, and $a'b'c'$ three times with $-\tfrac13$. The product $a'bc$ has coefficient $-\tfrac13+\tfrac16+\tfrac16=0$, and $ab'c'$ has $\tfrac13-\tfrac16-\tfrac16=0$. The other mixed products vanish in the same way by symmetry.

Lean inserts part (a) three times and leaves the expansion to `ring`. No condition on the sums is needed, and finite support is not part of this statement.

```lean
/-- In three dimensions, the fluxes along the axes times their transverse weights have
backward-difference divergence equal to the old charge minus the new charge in every cell. -/
theorem continuity_three_dim (a a' b b' c c' : ℤ →₀ ℝ) (i j k : ℤ) :
    (flux (a' - a) i * weight b b' c c' j k - flux (a' - a) (i - 1) * weight b b' c c' j k)
    + (flux (b' - b) j * weight a a' c c' i k - flux (b' - b) (j - 1) * weight a a' c c' i k)
    + (flux (c' - c) k * weight a a' b b' i j - flux (c' - c) (k - 1) * weight a a' b b' i j)
      = a i * b j * c k - a' i * b' j * c' k := by
  have hx := flux_sub_flux (a' - a) i
  have hy := flux_sub_flux (b' - b) j
  have hz := flux_sub_flux (c' - c) k
  rw [Finsupp.sub_apply] at hx hy hz
  rw [← sub_mul, ← sub_mul, ← sub_mul, hx, hy, hz]
  unfold weight
  ring

end

end EsirkepovDeposition
```

```lean
#print axioms EsirkepovDeposition.esirkepov
#print axioms EsirkepovDeposition.total_eq_of_currentX_finite
#print axioms EsirkepovDeposition.hasSum_currentX
#print axioms EsirkepovDeposition.continuity_three_dim
```

```
'EsirkepovDeposition.esirkepov' depends on axioms: [propext, Classical.choice, Quot.sound]
'EsirkepovDeposition.total_eq_of_currentX_finite' depends on axioms: [propext, Classical.choice, Quot.sound]
'EsirkepovDeposition.hasSum_currentX' depends on axioms: [propext, Classical.choice, Quot.sound]
'EsirkepovDeposition.continuity_three_dim' depends on axioms: [propext, Classical.choice, Quot.sound]
```

## One particle in a particle-in-cell step

In an electromagnetic particle-in-cell simulation that uses Esirkepov's scheme, this is the deposition of a single particle with a product shape, away from the boundaries; the mesh current is the sum over all particles. A quadratic spline covers three mesh points per axis. If the particle moves by less than one cell, the old and new shape factors together cover at most four.

The code evaluates $a,a',b,b'$ on these points and forms the flux as a running sum from left to right, which returns to zero at the last point. For charge $q$, mesh widths $\Delta x,\Delta y$ and time step $\Delta t$, it adds $qJ_x/(\Delta y\,\Delta t)$ and $qJ_y/(\Delta x\,\Delta t)$ to the current arrays. These arrays then enter the update of the electric field. On the usual staggered mesh the discrete divergence of a discrete curl is zero, so Gauss's law, with the charge density deposited by the same shape factors, stays satisfied up to rounding if it held at the start, and no Poisson equation has to be solved during the run.
